# The derivative of an isotropic Compton profile from that of the integral of k n(k)

For an isotropic momentum distribution n(k), the Compton profile at momentum p ≥ 0 is J(p) = 2π ∫ k n(k) dk, taken over k > p. The lemma says that if the integral of k n(k) from kF to u has derivative kF c at u = kF within a set s of momenta, then J has derivative −2π kF c there within s. It assumes that kF is positive and that k n(k) is integrable over k > 0; n is otherwise any real function, not necessarily normalised, and kF need not be a Fermi momentum. The proof writes J(u) as J(kF) minus 2π times the integral from kF to u, differentiates this, and carries the result over to J, since the two agree for all u > 0.

In Lean, a first try:

```lean
import Mathlib

open MeasureTheory Set Filter Topology Real

namespace ComptonProfileKink

noncomputable section

/-- The integral `J(p) = 2π ∫_{k > p} k n(k) dk`. For `p ≥ 0` it is the Compton profile of an
isotropic momentum distribution `n`. -/
def comptonProfile (n : ℝ → ℝ) (p : ℝ) : ℝ :=
  2 * π * ∫ k in Ioi p, k * n k

/-- The difference of the Compton profile at two positive momenta is an integral over the
momenta between them. -/
theorem comptonProfile_sub {n : ℝ → ℝ} {p q : ℝ}
    (hn : IntegrableOn (fun k => k * n k) (Ioi 0)) (hp : 0 < p) (hq : 0 < q) :
    comptonProfile n p - comptonProfile n q = 2 * π * ∫ k in p..q, k * n k := by
  have h := intervalIntegral.integral_interval_add_Ioi
    (hn.mono_set (Ioi_subset_Ioi hp.le)) (hn.mono_set (Ioi_subset_Ioi hq.le))
  unfold comptonProfile
  rw [← h]
  ring

/-- If the integral of `k n(k)` from `kF` to `u` has derivative `kF c` at `u = kF` within a set
of momenta, then the Compton profile has derivative `-2π kF c` there within the same set. -/
theorem hasDerivWithinAt_comptonProfile {n : ℝ → ℝ} {kF c : ℝ} {s : Set ℝ}
    (hn : IntegrableOn (fun k => k * n k) (Ioi 0)) (hk : 0 < kF)
    (h : HasDerivWithinAt (fun u => ∫ k in kF..u, k * n k) (kF * c) s kF) :
    HasDerivWithinAt (comptonProfile n) (-(2 * π * kF * c)) s kF := by
  have key : ∀ u, 0 < u → comptonProfile n u
      = comptonProfile n kF - 2 * π * ∫ k in kF..u, k * n k := by
    intro u hu
    linarith [comptonProfile_sub hn hk hu]
  have h2 := (h.const_mul (2 * π)).const_sub (comptonProfile n kF)
  have h3 := h2.congr_of_eventuallyEq (f₁ := comptonProfile n)
    (by
      filter_upwards [mem_nhdsWithin_of_mem_nhds (Ioi_mem_nhds hk)] with u hu
      exact key u hu)
    (key kF hk)
  convert h3 using 1
  ring

end

end ComptonProfileKink
```

The compiler's answer:

```
Main.lean:42:2: error: `ring_nf` made no progress on the goal
```

Diagnosis. The error is at the last `ring`. When `ring` can't close a goal it falls back on `ring_nf`, which here found nothing to rewrite.

The derivative in `h3` is `-(2 * π * (kF * c))`, while the lemma has `-(2 * π * kF * c)`. `ring` can prove these equal, as the repair shows, so the goal it failed on was a different one, left by `convert h3 using 1`. The message doesn't print that goal. But the function, the set and the point are the same in `h3` and in the lemma, which leaves the implicit arguments of `HasDerivWithinAt`, such as the instances that give ℝ its structure as a vector space over itself. `convert` can turn a difference in how these are written into a goal of its own, and `ring` doesn't prove equalities between instances.

The repair states the equality of the two numbers as `e`, where `ring` has only arithmetic to do, and `rw [e]` puts the lemma's derivative in the form `h3` has. `exact h3` then succeeds because it accepts whatever differences remain as equal by definition.

After these edits no error is left:

```diff
@@ -39,6 +39,7 @@
       exact key u hu)
     (key kF hk)
-  convert h3 using 1
-  ring
+  have e : -(2 * π * kF * c) = -(2 * π * (kF * c)) := by ring
+  rw [e]
+  exact h3
 
 end
```
